# With one real amplitude per excitation rank, the Jacobian from cluster amplitudes to intermediately normalised CI coefficients has determinant one

A: Take real numbers $t_1,\dots,t_n$, one cluster amplitude for each excitation rank, and define the CI coefficients by $C_0=1$ and
$$m\,C_m=\sum_{k=1}^{m}k\,t_k\,C_{m-k},\qquad 1\le m\le n.$$
Then $\partial C_m/\partial t_k=C_{m-k}$ for $1\le k\le m$, and the derivative is $0$ for $k>m$. The Jacobian determinant of $(t_1,\dots,t_n)\mapsto(C_1,\dots,C_n)$ is $1$ at every point.

Q: Coupled-cluster amplitudes carry orbital indices. What does a single number $t_k$ stand for?

A: For a restricted cluster operator. Let $X$ be a fixed linear combination of single excitations from occupied to virtual spin orbitals, chosen so that $X^n$ does not annihilate the reference determinant. One elementary excitation will not do for $n\ge2$, because its square is zero. Set $T=\sum_k t_kX^k$. All powers of $X$ commute, so $e^T=\sum_m C_mX^m$, where the $C_m$ are the coefficients of
$$C(x)=e^{\tau(x)},\qquad \tau(x)=\sum_{k\ge1}t_kx^k.$$
Differentiating and multiplying by $x$ gives $x\,C'(x)=x\,\tau'(x)\,C(x)$, and comparing coefficients of $x^m$ gives the recursion. The condition $C_0=1$ is intermediate normalisation: if the state is normalised and the reference has coefficient $c_0\ne0$, the $C_m$ are the coefficients of $X^m$ applied to the reference, divided by $c_0$.

The Lean file starts from the recursion, not from the exponential, so this paragraph is the bridge to the physics and rests on the argument just given. General amplitudes with orbital indices are not covered.

Q: Then show me the definition.

A: It is the recursion solved for the coefficient.

```lean
import Mathlib

open Finset Function

namespace ClusterJacobian

noncomputable section

/-- The CI coefficient of excitation rank `m` generated by the cluster amplitudes `t 1, t 2, …`:
`C_0 = 1` and `C_m = (1/m) ∑ k t_k C_(m-k)`, the sum running over `k = 1, …, m`. -/
def ciCoeff (t : ℕ → ℝ) : ℕ → ℝ
  | 0 => 1
  | m + 1 => (∑ k : Finset.Icc 1 (m + 1),
      ((k : ℕ) : ℝ) * t k * ciCoeff t (m + 1 - k)) / ((m : ℝ) + 1)
decreasing_by
  have := Finset.mem_Icc.mp k.2
  omega
```

The amplitudes form a function `t : ℕ → ℝ`, and `ciCoeff t m` is $C_m$. The entry `t 0` is never used, because the sum starts at $k=1$. That lower limit also makes the recursion terminate: every coefficient on the right has a rank below the one being defined. The sequence `t` is infinite, but $C_m$ involves only $t_1,\dots,t_m$, so a finite list of amplitudes is covered.

Q: Does this reproduce the familiar relations for doubles and triples?

A: Yes. The recursion gives $C_1=t_1$. Next, $2C_2=t_1C_1+2t_2$, so $C_2=t_2+t_1^2/2$. Finally,
$$3C_3=t_1C_2+2t_2C_1+3t_3=3t_3+3t_1t_2+\tfrac12t_1^3,$$
so $C_3=t_3+t_1t_2+t_1^3/6$. These have the pattern of connected and disconnected contributions that one expects from $e^T$.

```lean
/-- The reference determinant has coefficient one. -/
theorem ciCoeff_zero (t : ℕ → ℝ) : ciCoeff t 0 = 1 := by
  rw [ciCoeff]

/-- The recursion between CI coefficients and cluster amplitudes:
`m C_m = ∑ k t_k C_(m-k)`, summed over `k = 1, …, m`. -/
theorem ciCoeff_recursion (t : ℕ → ℝ) (m : ℕ) :
    (m : ℝ) * ciCoeff t m = ∑ k ∈ Icc 1 m, (k : ℝ) * t k * ciCoeff t (m - k) := by
  cases m with
  | zero => simp
  | succ m =>
    have hm : (m : ℝ) + 1 ≠ 0 := by positivity
    have h : ciCoeff t (m + 1) =
        (∑ k ∈ Icc 1 (m + 1), (k : ℝ) * t k * ciCoeff t (m + 1 - k)) / ((m : ℝ) + 1) := by
      rw [ciCoeff, Finset.sum_coe_sort (Icc 1 (m + 1))
        (fun k => (k : ℝ) * t k * ciCoeff t (m + 1 - k))]
    rw [eq_div_iff hm] at h
    push_cast
    linear_combination h

/-- The coefficients of singles, doubles and triples in terms of the cluster amplitudes. -/
theorem ciCoeff_low_ranks (t : ℕ → ℝ) :
    ciCoeff t 1 = t 1 ∧ ciCoeff t 2 = t 2 + t 1 ^ 2 / 2 ∧
      ciCoeff t 3 = t 3 + t 1 * t 2 + t 1 ^ 3 / 6 := by
  have h1 : ciCoeff t 1 = t 1 := by
    have h := ciCoeff_recursion t 1
    norm_num [Finset.sum_Icc_succ_top, ciCoeff_zero] at h
    linarith
  have h2 : 2 * ciCoeff t 2 = t 1 * ciCoeff t 1 + 2 * t 2 := by
    have h := ciCoeff_recursion t 2
    norm_num [Finset.sum_Icc_succ_top, ciCoeff_zero] at h
    linarith
  have h3 : 3 * ciCoeff t 3 = t 1 * ciCoeff t 2 + 2 * t 2 * ciCoeff t 1 + 3 * t 3 := by
    have h := ciCoeff_recursion t 3
    norm_num [Finset.sum_Icc_succ_top, ciCoeff_zero] at h
    linarith
  have e2 : ciCoeff t 2 = t 2 + t 1 ^ 2 / 2 := by
    linear_combination h2 / 2 + t 1 / 2 * h1
  exact ⟨h1, e2, by linear_combination h3 / 3 + t 1 / 3 * e2 + 2 * t 2 / 3 * h1⟩
```

`ciCoeff_recursion` removes the division from the definition and also holds for $m=0$, where both sides vanish. `ciCoeff_low_ranks` evaluates it at ranks 1, 2 and 3; the `linear_combination` steps are the substitutions above.

Q: Now the derivative. Why should such a nonlinear map have so simple a one?

A: From the exponential, $\partial C(x)/\partial t_k=x^kC(x)$, which shifts the coefficients by $k$. The same follows from the recursion alone, by strong induction on $m$. For $m=0$ the coefficient is constant and $k\ge1$ exceeds $m$, so the derivative is $0$ as claimed. For $m\ge1$, the product rule gives
$$m\,\frac{\partial C_m}{\partial t_k}=\sum_{j=1}^m j\,\delta_{jk}\,C_{m-j}+\sum_{j=1}^m j\,t_j\,\frac{\partial C_{m-j}}{\partial t_k}.$$

Suppose $k\le m$. The first sum is $k\,C_{m-k}$. In the second, the induction hypothesis replaces the derivative by $C_{m-j-k}$ when $j\le m-k$ and by $0$ otherwise, leaving
$$\sum_{j=1}^{m-k}j\,t_j\,C_{m-k-j}=(m-k)\,C_{m-k},$$
which is the recursion at rank $m-k$. The total is $m\,C_{m-k}$, and dividing by $m$ finishes this case. If $k>m$, both sums vanish.

Q: Does the Lean statement really vary one amplitude and hold the others fixed?

A: It does. `update t k s` is the sequence `t` with its entry at `k` replaced by `s`. The theorem differentiates $C_m$ as a function of `s` at the point `s = t k`, which is the partial derivative at the original amplitudes. `HasDerivAt` says that the function is differentiable there and has the stated derivative.

```lean
/-- The partial derivative of the CI coefficient `C_m` in the cluster amplitude `t_k`, `k ≥ 1`,
is `C_(m-k)` for `k ≤ m` and zero otherwise. -/
theorem hasDerivAt_ciCoeff (t : ℕ → ℝ) {k : ℕ} (hk : 1 ≤ k) (m : ℕ) :
    HasDerivAt (fun s => ciCoeff (update t k s) m)
      (if k ≤ m then ciCoeff t (m - k) else 0) (t k) := by
  induction m using Nat.strong_induction_on with
  | _ m ih =>
    rcases Nat.eq_zero_or_pos m with rfl | hm
    · rw [if_neg (by omega)]
      simp only [ciCoeff_zero]
      exact hasDerivAt_const _ _
    have hm' : (m : ℝ) ≠ 0 := by positivity
    have hfun : (fun s => ciCoeff (update t k s) m) = fun s =>
        (∑ j ∈ Icc 1 m, (j : ℝ) * update t k s j * ciCoeff (update t k s) (m - j)) / (m : ℝ) := by
      funext s
      rw [eq_div_iff hm', ← ciCoeff_recursion, mul_comm]
    -- product rule for each term of the recursion
    have hterm : ∀ j ∈ Icc 1 m, HasDerivAt
        (fun s => (j : ℝ) * update t k s j * ciCoeff (update t k s) (m - j))
        ((j : ℝ) * (if j = k then 1 else 0) * ciCoeff t (m - j) +
          (j : ℝ) * t j * (if k ≤ m - j then ciCoeff t (m - j - k) else 0)) (t k) := by
      intro j hj
      rw [mem_Icc] at hj
      have hu : HasDerivAt (fun s => update t k s j) (if j = k then 1 else 0) (t k) := by
        by_cases h : j = k
        · subst h
          simpa using hasDerivAt_id' (t j)
        · simpa [h] using hasDerivAt_const (t k) (t j)
      have h := (hu.const_mul (j : ℝ)).fun_mul (ih (m - j) (by omega))
      simp only [Function.update_eq_self] at h
      exact h
    rw [hfun]
    refine ((HasDerivAt.fun_sum hterm).div_const (m : ℝ)).congr_deriv ?_
    rw [div_eq_iff hm', Finset.sum_add_distrib]
    by_cases hkm : k ≤ m
    · -- the explicit amplitude contributes `k C_(m-k)`
      have h1 : ∑ j ∈ Icc 1 m, (j : ℝ) * (if j = k then 1 else 0) * ciCoeff t (m - j) =
          (k : ℝ) * ciCoeff t (m - k) := by
        rw [Finset.sum_eq_single k]
        · simp
        · intro j _ hj
          simp [hj]
        · intro h
          exact absurd (mem_Icc.2 ⟨hk, hkm⟩) h
      -- the rest is the recursion for `C_(m-k)`
      have h2 : ∑ j ∈ Icc 1 m, (j : ℝ) * t j *
          (if k ≤ m - j then ciCoeff t (m - j - k) else 0) =
          ((m - k : ℕ) : ℝ) * ciCoeff t (m - k) := by
        rw [ciCoeff_recursion t (m - k)]
        refine (Finset.sum_subset (Finset.Icc_subset_Icc_right (Nat.sub_le m k)) ?_).symm.trans
          (Finset.sum_congr rfl ?_)
        · intro j hj hj'
          rw [mem_Icc] at hj hj'
          rw [if_neg (by omega), mul_zero]
        · intro j hj
          rw [mem_Icc] at hj
          rw [if_pos (by omega), show m - j - k = m - k - j by omega]
      rw [h1, h2, if_pos hkm, Nat.cast_sub hkm]
      ring
    · rw [if_neg hkm, zero_mul, ← Finset.sum_add_distrib]
      refine Finset.sum_eq_zero fun j hj => ?_
      rw [mem_Icc] at hj
      rw [if_neg (show ¬ j = k by omega), if_neg (show ¬ k ≤ m - j by omega)]
      ring
```

In the proof, `hfun` writes $C_m$ through the recursion and `hterm` is the product rule for one summand, with the induction hypothesis `ih` supplying the derivative of $C_{m-j}$. For $k\le m$, `h1` evaluates the sum with the Kronecker delta and `h2` recognises the recursion at rank $m-k$. The last branch treats $k>m$.

Q: What does the hypothesis `1 ≤ k` buy?

A: Without it the formula is false. Take $k=0$ and $m=0$. The coefficient $C_0=1$ does not depend on the unused entry $t_0$, so its derivative is $0$, while the formula would give $C_{0-0}=1$.

Q: And second derivatives, including two derivatives in the same amplitude?

A: Apply the result twice. For $k,l\ge1$,
$$\frac{\partial^2C_m}{\partial t_l\,\partial t_k}=C_{m-k-l}\quad\text{if }k+l\le m,$$
and it is $0$ otherwise. Only the total rank $k+l$ enters.

```lean
/-- For `k, l ≥ 1`, equal or not, the second derivative of `C_m`, first in `t_k` and then in `t_l`,
is `C_(m-(k+l))` for `k + l ≤ m` and zero otherwise. -/
theorem hasDerivAt_deriv_ciCoeff (t : ℕ → ℝ) {k l : ℕ} (hk : 1 ≤ k) (hl : 1 ≤ l) (m : ℕ) :
    HasDerivAt (fun s => deriv (fun r => ciCoeff (update (update t l s) k r) m) (update t l s k))
      (if k + l ≤ m then ciCoeff t (m - (k + l)) else 0) (t l) := by
  have hfun : (fun s => deriv (fun r => ciCoeff (update (update t l s) k r) m)
      (update t l s k)) = fun s => if k ≤ m then ciCoeff (update t l s) (m - k) else 0 :=
    funext fun s => (hasDerivAt_ciCoeff (update t l s) hk m).deriv
  rw [hfun]
  by_cases hkm : k ≤ m
  · simp only [if_pos hkm]
    refine (hasDerivAt_ciCoeff t hl (m - k)).congr_deriv ?_
    by_cases h : k + l ≤ m
    · rw [if_pos h, if_pos (by omega), Nat.sub_sub]
    · rw [if_neg h, if_neg (by omega)]
  · simp only [if_neg hkm]
    rw [if_neg (by omega)]
    exact hasDerivAt_const _ _
```

The inner derivative is taken in $t_k$ after $t_l$ has been set to `s`, and it is evaluated at `update t l s k`. This value is $t_k$ when $k\ne l$ and `s` when $k=l$, so the diagonal case is a true second derivative. The proof replaces the inner derivative by the first-order formula and differentiates once more.

Q: A determinant of one is easy to get if the matrix is defined to be triangular. Is it?

A: No. The entries are defined as derivatives, and the triangular form is proved afterwards.

```lean
/-- The Jacobian matrix of the map from the amplitudes `t_1, …, t_n` to the CI coefficients
`C_1, …, C_n`; rows and columns are numbered from zero. -/
def jacobian (n : ℕ) (t : ℕ → ℝ) : Matrix (Fin n) (Fin n) ℝ :=
  Matrix.of fun i j =>
    deriv (fun s => ciCoeff (update t ((j : ℕ) + 1) s) ((i : ℕ) + 1)) (t ((j : ℕ) + 1))

/-- The Jacobian is lower triangular, and its entries on and below the diagonal are the CI
coefficients of the rank difference. -/
theorem jacobian_apply (n : ℕ) (t : ℕ → ℝ) (i j : Fin n) :
    jacobian n t i j = if j ≤ i then ciCoeff t ((i : ℕ) - (j : ℕ)) else 0 := by
  have h := (hasDerivAt_ciCoeff t (show 1 ≤ (j : ℕ) + 1 by omega) ((i : ℕ) + 1)).deriv
  change deriv _ _ = _
  rw [h]
  by_cases hij : j ≤ i
  · have h' : (j : ℕ) ≤ (i : ℕ) := hij
    rw [if_pos hij, if_pos (by omega), Nat.add_sub_add_right]
  · have h' : ¬ (j : ℕ) ≤ (i : ℕ) := hij
    rw [if_neg hij, if_neg (by omega)]
```

Lean numbers rows and columns from zero. With $i,j=0,\dots,n-1$, the entry is
$$J_{ij}=\frac{\partial C_{i+1}}{\partial t_{j+1}}=\begin{cases}C_{i-j},&j\le i,\\0,&j>i.\end{cases}$$
The shifts by one cancel in the rank difference; `jacobian_apply` obtains this from `hasDerivAt_ciCoeff`.

Q: Give me numbers.

A: Take $t_1=2$, $t_2=-1$, $t_3=1$. Then $C_1=2$, $C_2=-1+2=1$ and $C_3=1-2+\tfrac86=\tfrac13$. The Jacobian is
$$J=\begin{pmatrix}1&0&0\\2&1&0\\1&2&1\end{pmatrix},\qquad\det J=1.$$
As a direct check on the lower left entry, differentiating the formula for $C_3$ gives $\partial C_3/\partial t_1=t_2+t_1^2/2=1$, which is $C_2$.

In general the determinant of a lower triangular matrix is the product of its diagonal entries. Here each of them is $C_0=1$, so the product is $1$. For $n=0$ the matrix is empty and its determinant is also $1$.

```lean
/-- The Jacobian determinant of the map from cluster amplitudes to CI coefficients is one. -/
theorem det_jacobian (n : ℕ) (t : ℕ → ℝ) : (jacobian n t).det = 1 := by
  rw [Matrix.det_of_isLowerTriangular]
  · exact Finset.prod_eq_one fun i _ => by
      rw [jacobian_apply, if_pos le_rfl, Nat.sub_self, ciCoeff_zero]
  · intro i j hij
    have h : i < j := OrderDual.toDual_lt_toDual.mp hij
    rw [jacobian_apply, if_neg (not_le_of_gt h)]
```

`Matrix.det_of_isLowerTriangular` reduces the determinant to the diagonal product. The two remaining goals are that each diagonal entry is one and that the entries above the diagonal vanish.

Q: A nonzero Jacobian gives only local invertibility. Could two distant sets of amplitudes produce the same CI coefficients?

A: Not in this model. Isolate the amplitude of highest rank in the recursion:
$$t_m=C_m-\frac1m\sum_{k=1}^{m-1}k\,t_k\,C_{m-k}.$$
Starting from $t_1=C_1$, this determines the amplitudes one rank at a time. Conversely, the original recursion determines $C_1,\dots,C_n$ from $t_1,\dots,t_n$. Two sets of amplitudes therefore give the same coefficients up to rank $n$ exactly when they agree up to rank $n$. In the numerical example, $t_2=C_2-C_1^2/2=1-2=-1$ recovers the doubles amplitude.

For electronic structure, this means that in the restricted model, with $X$ fixed and the reference coefficient equal to one, a CI expansion in the vectors $X^m$ applied to the reference determines the amplitudes $t_1,\dots,t_n$ of $T=\sum_k t_kX^k$ unambiguously.

Q: How does the formal proof follow that argument?

A: Both directions of `ciCoeff_eq_iff` use strong induction on the rank. From coefficients to amplitudes, `Finset.sum_Icc_succ_top` splits off the highest term of the recursion. The lower terms agree by the induction hypothesis and the assumed equality of coefficients, and cancelling the nonzero factor $m+1$ leaves equality of the two amplitudes of rank $m+1$. From amplitudes to coefficients, the two recursions are compared term by term, with $C_0=1$ handled separately.

```lean
/-- Two sets of amplitudes give the same CI coefficients up to rank `n` exactly when the
amplitudes agree up to rank `n`. -/
theorem ciCoeff_eq_iff (n : ℕ) (t u : ℕ → ℝ) :
    (∀ m ∈ Icc 1 n, ciCoeff t m = ciCoeff u m) ↔ ∀ k ∈ Icc 1 n, t k = u k := by
  constructor
  · intro h k
    induction k using Nat.strong_induction_on with
    | _ k ih =>
      intro hk
      rw [mem_Icc] at hk
      obtain ⟨m, rfl⟩ : ∃ m, k = m + 1 := ⟨k - 1, by omega⟩
      have e := ciCoeff_recursion t (m + 1)
      have e' := ciCoeff_recursion u (m + 1)
      -- isolate the amplitude of highest rank
      rw [Finset.sum_Icc_succ_top (show 1 ≤ m + 1 by omega)] at e e'
      have hs : ∑ j ∈ Icc 1 m, (j : ℝ) * t j * ciCoeff t (m + 1 - j) =
          ∑ j ∈ Icc 1 m, (j : ℝ) * u j * ciCoeff u (m + 1 - j) := by
        refine Finset.sum_congr rfl fun j hj => ?_
        rw [mem_Icc] at hj
        rw [ih j (by omega) (mem_Icc.2 (by omega)), h (m + 1 - j) (mem_Icc.2 (by omega))]
      rw [hs, h (m + 1) (mem_Icc.2 hk)] at e
      simp only [Nat.sub_self, ciCoeff_zero, mul_one] at e e'
      have hm : ((m + 1 : ℕ) : ℝ) ≠ 0 := Nat.cast_ne_zero.2 (by omega)
      exact mul_left_cancel₀ hm (by linarith)
  · intro h m
    induction m using Nat.strong_induction_on with
    | _ m ih =>
      intro hm
      rw [mem_Icc] at hm
      have hm' : (m : ℝ) ≠ 0 := Nat.cast_ne_zero.2 (by omega)
      refine mul_left_cancel₀ hm' ?_
      rw [ciCoeff_recursion, ciCoeff_recursion]
      refine Finset.sum_congr rfl fun j hj => ?_
      rw [mem_Icc] at hj
      rw [h j (mem_Icc.2 (by omega))]
      rcases Nat.eq_zero_or_pos (m - j) with h0 | h0
      · rw [h0, ciCoeff_zero, ciCoeff_zero]
      · rw [ih (m - j) (by omega) (mem_Icc.2 (by omega))]

end

end ClusterJacobian
```

```lean
#print axioms ClusterJacobian.ciCoeff_low_ranks
-- 'ClusterJacobian.ciCoeff_low_ranks' depends on axioms: [propext, Classical.choice, Quot.sound]
#print axioms ClusterJacobian.hasDerivAt_deriv_ciCoeff
-- 'ClusterJacobian.hasDerivAt_deriv_ciCoeff' depends on axioms: [propext, Classical.choice, Quot.sound]
#print axioms ClusterJacobian.det_jacobian
-- 'ClusterJacobian.det_jacobian' depends on axioms: [propext, Classical.choice, Quot.sound]
#print axioms ClusterJacobian.ciCoeff_eq_iff
-- 'ClusterJacobian.ciCoeff_eq_iff' depends on axioms: [propext, Classical.choice, Quot.sound]
```
